# For parallel dipoles and constant row sums, exciton couplings of one sign put the uniform bright state at an edge of the spectrum

In a calculation of the absorption of a ring of equivalent molecules with parallel transition dipoles, the bright line can be placed before any matrix is diagonalised. Add up one row of the exciton matrix, the site energy plus all couplings of one molecule, and the sum is the energy of the bright state. If the couplings all have the same sign, that sign tells whether the line lies at the bottom or the top of the exciton band.

The matrix $H$ is real and symmetric, with site energies on its diagonal and couplings elsewhere. The signs of the molecular excited-state wavefunctions are chosen so that all transition dipoles point the same way. This has to be checked before the signs of computed couplings are read, because reversing the wavefunction of one molecule reverses its transition dipole and all its couplings. All its row sums are assumed to have the same value $c$: every molecule has the same total of site energy and couplings, as in a ring where symmetry makes the molecules equivalent. Applying the model to a real aggregate involves further assumptions, among them that one excited level per molecule is enough, that vibrations and disorder can be neglected, and that the aggregate is small compared with the wavelength of the light.

## Amplitudes, strength and the uniform state

```lean
import Mathlib

open Matrix

namespace BrightStatePosition

noncomputable section

variable {n : Type*} [Fintype n]
```

The type `n` is the set of labels of the molecules, not their number. It is finite, and its size, `Fintype.card n` in Lean, is $N$ below.

```lean
/-- A real amplitude vector `v` is an eigenstate of the exciton matrix `H` with energy `E`
if it is normalised and satisfies `H v = E v`. -/
def IsEigenstate (H : Matrix n n ℝ) (E : ℝ) (v : n → ℝ) : Prop :=
  v ⬝ᵥ v = 1 ∧ H *ᵥ v = E • v
```

A state is a function `v : n → ℝ`, one real amplitude $v_i$ for each molecule. The symbol `⬝ᵥ` is the scalar product, `*ᵥ` applies a matrix to a vector, and `•` multiplies a vector by a number. So `IsEigenstate H E v` says
$$\sum_i v_i^2 = 1 \quad\text{and}\quad Hv = Ev .$$
Normalisation is part of the definition. Complex amplitudes, such as running waves on a ring, are not admitted; the real and imaginary parts of such an eigenstate, where they are not zero, can be normalised and used instead.

```lean
/-- The strength of a state of molecules with parallel unit transition dipoles:
the square of the sum of its amplitudes. -/
def strength (v : n → ℝ) : ℝ := (∑ i, v i) ^ 2
```

With dipoles of equal length that all point the same way, the transition dipole of a state is proportional to $\sum_i v_i$. The strength is its square, in units of the squared dipole of one molecule. It lacks the energy factor of an oscillator strength. A state is dark when its strength is zero.

```lean
/-- The uniform state of a nonempty aggregate of `N` molecules, with amplitude `1/√N`
on each of them. -/
def uniformState (n : Type*) [Fintype n] : n → ℝ :=
  fun _ => 1 / √(Fintype.card n : ℝ)
```

This is the state $u$ with $u_i = 1/\sqrt N$ for every $i$.

```lean
/-- The strength of any state is `N` times its squared overlap with the uniform state. -/
theorem strength_eq_overlap [Nonempty n] (v : n → ℝ) :
    strength v = Fintype.card n * (uniformState n ⬝ᵥ v) ^ 2 := by
  have hN : (0 : ℝ) < Fintype.card n := by exact_mod_cast Fintype.card_pos
  have h : uniformState n ⬝ᵥ v = 1 / √(Fintype.card n : ℝ) * ∑ i, v i := by
    simp only [dotProduct, uniformState, Finset.mul_sum]
  rw [h, strength, mul_pow, div_pow, Real.sq_sqrt hN.le]
  field_simp
```

The theorem reads $(\sum_i v_i)^2 = N\,(u\cdot v)^2$. The derivation takes one line:
$$u\cdot v = \frac{1}{\sqrt N}\sum_i v_i \quad\Rightarrow\quad N\,(u\cdot v)^2 = \Big(\sum_i v_i\Big)^2 .$$
In Lean, `h` is the first equation, `Real.sq_sqrt` replaces $(\sqrt N)^2$ by $N$, and `field_simp` cancels it. Any state orthogonal to $u$ is therefore dark.

```lean
/-- If all row sums of the exciton matrix equal `c`, the uniform state is an eigenstate
with energy `c`, and its strength is the number of molecules. -/
theorem uniformState_bright [Nonempty n] {H : Matrix n n ℝ} {c : ℝ}
    (hc : ∀ i, ∑ j, H i j = c) :
    IsEigenstate H c (uniformState n) ∧ strength (uniformState n) = Fintype.card n := by
  have hN : (0 : ℝ) < Fintype.card n := by exact_mod_cast Fintype.card_pos
  have hu : uniformState n ⬝ᵥ uniformState n = 1 := by
    simp only [dotProduct, uniformState, Finset.sum_const, Finset.card_univ, nsmul_eq_mul]
    rw [div_mul_div_comm, Real.mul_self_sqrt hN.le, one_mul]
    exact mul_one_div_cancel hN.ne'
  refine ⟨⟨hu, ?_⟩, ?_⟩
  · ext i
    simp only [mulVec, dotProduct, uniformState, Pi.smul_apply, smul_eq_mul,
      ← Finset.sum_mul, hc]
  · rw [strength_eq_overlap, hu, one_pow, mul_one]
```

The hypothesis `hc` says that $\sum_j H_{ij} = c$ for every $i$. The conclusion is that $u$ is an eigenstate of energy $c$ and strength $N$. There are three things to compute:
$$u\cdot u = N\cdot\frac1N = 1,\qquad (Hu)_i = \frac{1}{\sqrt N}\sum_j H_{ij} = c\,u_i,\qquad N\,(u\cdot u)^2 = N .$$
The first is `hu`. The second follows `ext i`, which compares two vectors component by component. The third uses the overlap formula. Symmetry of $H$ is not needed yet.

## Energy as a sum over pairs of molecules

```lean
/-- For a symmetric exciton matrix with all row sums `c`, the energy form of a state differs
from `c` times its squared norm only by the couplings weighted with squared amplitude
differences. -/
theorem energy_identity {H : Matrix n n ℝ} {c : ℝ} (hs : H.IsSymm)
    (hc : ∀ i, ∑ j, H i j = c) (v : n → ℝ) :
    v ⬝ᵥ (H *ᵥ v) =
      c * (v ⬝ᵥ v) - (1 / 2) * ∑ i, ∑ j, H i j * (v i - v j) ^ 2 := by
  have h1 : ∑ i, ∑ j, H i j * v i ^ 2 = c * (v ⬝ᵥ v) := by
    simp only [← Finset.sum_mul, hc, dotProduct, Finset.mul_sum]
    exact Finset.sum_congr rfl fun i _ => by ring
  -- symmetry turns column sums into row sums
  have h2 : ∑ i, ∑ j, H i j * v j ^ 2 = c * (v ⬝ᵥ v) := by
    rw [Finset.sum_comm, ← h1]
    exact Finset.sum_congr rfl fun i _ => Finset.sum_congr rfl fun j _ => by
      rw [hs.apply i j]
  have h3 : v ⬝ᵥ (H *ᵥ v) = ∑ i, ∑ j, H i j * (v i * v j) := by
    simp only [dotProduct, mulVec, Finset.mul_sum]
    exact Finset.sum_congr rfl fun i _ => Finset.sum_congr rfl fun j _ => by ring
  have h4 : ∑ i, ∑ j, H i j * (v i - v j) ^ 2 =
      ∑ i, ∑ j, H i j * v i ^ 2 + ∑ i, ∑ j, H i j * v j ^ 2
        - 2 * ∑ i, ∑ j, H i j * (v i * v j) := by
    simp only [Finset.mul_sum, ← Finset.sum_add_distrib, ← Finset.sum_sub_distrib]
    exact Finset.sum_congr rfl fun i _ => Finset.sum_congr rfl fun j _ => by ring
  linarith
```

Here `hs` states that $H$ is symmetric. For any real vector $v$, normalised or not,
$$v\cdot Hv = c\,(v\cdot v) - \tfrac12\sum_{i,j} H_{ij}(v_i-v_j)^2 .$$
To derive this, expand the square:
$$\sum_{i,j} H_{ij}(v_i-v_j)^2 = \sum_{i,j}H_{ij}v_i^2 + \sum_{i,j}H_{ij}v_j^2 - 2\sum_{i,j}H_{ij}v_iv_j .$$
In the first term the sum over $j$ gives $c$, so the term equals $c\,(v\cdot v)$. In the second, the sum over $i$ is a column sum; by symmetry it is also $c$, and the term has the same value. The last double sum is $v\cdot Hv$. Hence the left side is $2c\,(v\cdot v) - 2\,v\cdot Hv$, which rearranges to the claim.

The steps `h1`, `h2` and `h3` evaluate the three sums, `h4` is the expansion, and `linarith` does the rearrangement. Terms with $i=j$ vanish on the right, so the site energies enter only through $c$.

```lean
omit [Fintype n] in
/-- If all couplings between different molecules are nonpositive, the squared amplitude difference
of any pair of molecules, weighted with its matrix element, is nonpositive. -/
theorem pair_term_nonpos {H : Matrix n n ℝ} (hoff : ∀ i j, i ≠ j → H i j ≤ 0)
    (v : n → ℝ) (i j : n) : H i j * (v i - v j) ^ 2 ≤ 0 := by
  rcases eq_or_ne i j with rfl | hij
  · simp
  · nlinarith [mul_nonneg (neg_nonneg.2 (hoff i j hij)) (sq_nonneg (v i - v j))]
```

The hypothesis `hoff` says that $H_{ij}\le 0$ whenever $i\ne j$. Then $H_{ij}(v_i-v_j)^2\le 0$ for every pair. If $i=j$ the term is zero; otherwise it is a nonpositive number times a square. The Lean proof splits into the same two cases.

## Bright state at the bottom or at the top

```lean
/-- Let a symmetric exciton matrix have all row sums `c` and nonpositive off-diagonal
couplings. The uniform state has energy `c` and strength `N`, no eigenstate lies below it,
and eigenstates orthogonal to it are dark. -/
theorem bright_state_lowest [Nonempty n] {H : Matrix n n ℝ} {c : ℝ} (hs : H.IsSymm)
    (hc : ∀ i, ∑ j, H i j = c) (hoff : ∀ i j, i ≠ j → H i j ≤ 0) :
    (IsEigenstate H c (uniformState n) ∧ strength (uniformState n) = Fintype.card n) ∧
      ∀ E v, IsEigenstate H E v →
        c ≤ E ∧ (uniformState n ⬝ᵥ v = 0 → strength v = 0) := by
  refine ⟨uniformState_bright hc, fun E v hv => ⟨?_, fun h => ?_⟩⟩
  · have he := energy_identity hs hc v
    rw [hv.2, dotProduct_smul, hv.1, smul_eq_mul, mul_one, mul_one] at he
    have hsum : ∑ i, ∑ j, H i j * (v i - v j) ^ 2 ≤ 0 :=
      Finset.sum_nonpos fun i _ => Finset.sum_nonpos fun j _ => pair_term_nonpos hoff v i j
    linarith
  · rw [strength_eq_overlap, h]
    ring
```

The first half of the conclusion repeats that $u$ has energy $c$ and strength $N$. The second half says that every eigenstate has $E\ge c$, and that it is dark if it is orthogonal to $u$. For an eigenstate, $v\cdot v=1$ and $v\cdot Hv=E$, so the pair formula gives
$$E = c - \tfrac12\sum_{i,j}H_{ij}(v_i-v_j)^2 \ge c .$$
In the proof, `he` is this equation, `hsum` says that the double sum is nonpositive, and `linarith` combines them. Darkness comes from the overlap formula. Other eigenstates may share the energy $c$.

```lean
/-- Let a symmetric exciton matrix have all row sums `c` and nonnegative off-diagonal
couplings. The uniform state has energy `c` and strength `N`, no eigenstate lies above it,
and eigenstates orthogonal to it are dark. -/
theorem bright_state_highest [Nonempty n] {H : Matrix n n ℝ} {c : ℝ} (hs : H.IsSymm)
    (hc : ∀ i, ∑ j, H i j = c) (hoff : ∀ i j, i ≠ j → 0 ≤ H i j) :
    (IsEigenstate H c (uniformState n) ∧ strength (uniformState n) = Fintype.card n) ∧
      ∀ E v, IsEigenstate H E v →
        E ≤ c ∧ (uniformState n ⬝ᵥ v = 0 → strength v = 0) := by
  refine ⟨uniformState_bright hc, fun E v hv => ?_⟩
  -- reversing the sign of the matrix turns the spectrum upside down
  have hneg : IsEigenstate (-H) (-E) v := ⟨hv.1, by rw [neg_mulVec, hv.2, neg_smul]⟩
  have h := (bright_state_lowest (H := -H) (c := -c) hs.neg
    (fun i => by simp [hc]) (fun i j hij => by simpa using hoff i j hij)).2 (-E) v hneg
  exact ⟨neg_le_neg_iff.1 h.1, h.2⟩
```

For nonnegative couplings the inequality turns round: $E\le c$. The matrix $-H$ is symmetric, has row sums $-c$ and nonpositive couplings, and has $v$ as an eigenstate of energy $-E$. The previous theorem gives $-c\le -E$. In Lean, `hneg` is the statement about $-H$, and `h` is the previous theorem applied to it.

The smallest aggregate with a coupling is the dimer. Constant row sums force equal site energies $\varepsilon$; call the coupling $J$. The uniform state has energy $\varepsilon+J$ and strength 2, while $(1,-1)/\sqrt2$ has energy $\varepsilon-J$ and is dark. Negative $J$ puts the bright state below, positive $J$ above. For a single molecule both theorems apply, and no normalised state is orthogonal to $u$.

## All the strength in one state when nonpositive couplings connect the molecules

```lean
/-- Let a symmetric exciton matrix have all row sums `c` and nonpositive off-diagonal
couplings that connect all molecules. Each eigenstate either has energy `c` and strength `N`,
or lies strictly above `c` and is dark. -/
theorem bright_or_dark_of_connected [Nonempty n] {H : Matrix n n ℝ} {c : ℝ} (hs : H.IsSymm)
    (hc : ∀ i, ∑ j, H i j = c) (hoff : ∀ i j, i ≠ j → H i j ≤ 0)
    (hconn : ∀ i j, Relation.ReflTransGen (fun a b => H a b ≠ 0) i j)
    {E : ℝ} {v : n → ℝ} (hv : IsEigenstate H E v) :
    (E = c ∧ strength v = Fintype.card n) ∨ (c < E ∧ strength v = 0) := by
  have hle := ((bright_state_lowest hs hc hoff).2 E v hv).1
  rcases eq_or_lt_of_le hle with hE | hE
  · left
    have he := energy_identity hs hc v
    rw [hv.2, dotProduct_smul, hv.1, smul_eq_mul, mul_one, mul_one] at he
    have h0 : ∑ i, ∑ j, H i j * (v i - v j) ^ 2 = 0 := by linarith
    have hterm : ∀ i j, H i j * (v i - v j) ^ 2 = 0 := by
      intro i j
      have hi := (Finset.sum_eq_zero_iff_of_nonpos fun i _ =>
        Finset.sum_nonpos fun j _ => pair_term_nonpos hoff v i j).1 h0 i (Finset.mem_univ i)
      exact (Finset.sum_eq_zero_iff_of_nonpos fun j _ =>
        pair_term_nonpos hoff v i j).1 hi j (Finset.mem_univ j)
    -- equal amplitudes spread along the couplings
    have hconst : ∀ i j, v i = v j := by
      intro i j
      induction hconn i j with
      | refl => rfl
      | tail _ hbc ih =>
        have hz := (mul_eq_zero.1 (hterm _ _)).resolve_left hbc
        exact ih.trans (sub_eq_zero.1 (pow_eq_zero_iff two_ne_zero |>.1 hz))
    obtain ⟨k⟩ := ‹Nonempty n›
    have hvk : v = fun _ => v k := funext fun i => hconst i k
    have hnorm := hv.1
    rw [hvk] at hnorm
    simp only [dotProduct, Finset.sum_const, Finset.card_univ, nsmul_eq_mul] at hnorm
    refine ⟨hE.symm, ?_⟩
    rw [hvk]
    simp only [strength, Finset.sum_const, Finset.card_univ, nsmul_eq_mul]
    linear_combination (Fintype.card n : ℝ) * hnorm
  · right
    -- eigenstates at different energies are orthogonal
    have hsum : ∑ i, (H *ᵥ v) i = c * ∑ i, v i := by
      simp only [mulVec, dotProduct]
      rw [Finset.sum_comm, Finset.mul_sum]
      refine Finset.sum_congr rfl fun j _ => ?_
      rw [← Finset.sum_mul, ← hc j]
      congr 1
      exact Finset.sum_congr rfl fun i _ => hs.apply j i
    rw [hv.2] at hsum
    simp only [Pi.smul_apply, smul_eq_mul, ← Finset.mul_sum] at hsum
    have hz : (E - c) * ∑ i, v i = 0 := by linarith
    have hS := (mul_eq_zero.1 hz).resolve_left (sub_pos.2 hE).ne'
    exact ⟨hE, by rw [strength, hS]; ring⟩
```

The new hypothesis `hconn` says that any molecule $j$ can be reached from any molecule $i$ through a chain of nonzero matrix elements; `Relation.ReflTransGen` is Lean's name for such a chain, possibly of no steps. With nonpositive couplings, each eigenstate then either has $E=c$ and strength $N$, or has $E>c$ and is dark.

Since $E\ge c$, there are two cases.

- **$E=c$.** The sum $\sum_{i,j}H_{ij}(v_i-v_j)^2$ is zero. None of its terms is positive, so each is zero (`hterm`). Wherever $H_{ij}\neq0$, this gives $v_i=v_j$. Following the chains, by induction in Lean, makes all amplitudes equal to one value $a$ (`hconst`). Normalisation gives $Na^2=1$, so the strength is $(Na)^2=N$.
- **$E>c$.** Sum the components of $Hv=Ev$. The column sums are $c$ by symmetry, so $c\sum_i v_i = E\sum_i v_i$, or $(E-c)\sum_i v_i=0$. As $E\ne c$, the amplitudes sum to zero and the state is dark.

Two uncoupled molecules with site energy zero show what can happen without connection. The state $(1,0)$ has energy $c=0$ and strength 1, which is neither 2 nor 0. This example and the dimer are worked in the prose alone.

## A rectangle with couplings of both signs

```lean
/-- Four molecules with couplings `1` and `-1` along the two kinds of sides of a rectangle. -/
def mixedRectangle : Matrix (Fin 4) (Fin 4) ℝ :=
  !![0, 1, -1, 0; 1, 0, 0, -1; -1, 0, 0, 1; 0, -1, 1, 0]
```

The labels in `Fin 4` run from 0 to 3, and semicolons separate the rows. Pairs 0–1 and 2–3 have coupling $1$, pairs 0–2 and 1–3 have coupling $-1$. The site energies and the couplings across the diagonals of the rectangle are zero.

```lean
/-- The rectangle with couplings of both signs is symmetric with all row sums zero, and has
eigenstates at the energies `2` and `-2`, above and below its uniform state. -/
theorem mixed_signs_bright_state_inside :
    mixedRectangle.IsSymm ∧ (∀ i, ∑ j, mixedRectangle i j = 0) ∧
      IsEigenstate mixedRectangle 0 (uniformState (Fin 4)) ∧
      IsEigenstate mixedRectangle 2 ![1 / 2, 1 / 2, -1 / 2, -1 / 2] ∧
      IsEigenstate mixedRectangle (-2) ![1 / 2, -1 / 2, 1 / 2, -1 / 2] := by
  have hrow : ∀ i, ∑ j, mixedRectangle i j = 0 := by
    intro i
    fin_cases i <;> simp [mixedRectangle, Fin.sum_univ_four]
  refine ⟨?_, hrow, (uniformState_bright hrow).1, ⟨?_, ?_⟩, ⟨?_, ?_⟩⟩
  · ext i j
    fin_cases i <;> fin_cases j <;> simp [mixedRectangle]
  · simp [dotProduct, Fin.sum_univ_four]
    norm_num
  · ext i
    fin_cases i <;> simp [mixedRectangle, mulVec, dotProduct, Fin.sum_univ_four] <;> norm_num
  · simp [dotProduct, Fin.sum_univ_four]
    norm_num
  · ext i
    fin_cases i <;> simp [mixedRectangle, mulVec, dotProduct, Fin.sum_univ_four] <;> norm_num

end

end BrightStatePosition
```

The matrix is symmetric and every row sums to zero, so the uniform state has energy 0. Yet $\tfrac12(1,1,-1,-1)$ is an eigenstate at $2$ and $\tfrac12(1,-1,1,-1)$ is one at $-2$. For the first, component 0 of $Hv$ is $1\cdot\tfrac12+(-1)\cdot(-\tfrac12)=1=2\cdot\tfrac12$, and the other components go the same way. Lean runs through them with `fin_cases` and finishes the arithmetic with `simp` and `norm_num`.

Symmetry and constant row sums alone therefore do not put the bright state at an edge of the spectrum. The example does not show that every coupling must have the same sign for that to happen.

```lean
#print axioms BrightStatePosition.uniformState_bright
#print axioms BrightStatePosition.bright_state_highest
#print axioms BrightStatePosition.bright_or_dark_of_connected
#print axioms BrightStatePosition.mixed_signs_bright_state_inside
```

```
'BrightStatePosition.uniformState_bright' depends on axioms: [propext, Classical.choice, Quot.sound]
'BrightStatePosition.bright_state_highest' depends on axioms: [propext, Classical.choice, Quot.sound]
'BrightStatePosition.bright_or_dark_of_connected' depends on axioms: [propext, Classical.choice, Quot.sound]
'BrightStatePosition.mixed_signs_bright_state_inside' depends on axioms: [propext, Classical.choice, Quot.sound]
```
